# Among finitely many spin sectors, a term c S(S+1) can select one exactly when its lowest energy lies below every chord from a lower to a higher spin in the plot against S(S+1)

My model has a singlet, a triplet and a quintet with lowest energies 0, 1 and 0 in some unit, and I want a minimisation to end in the triplet. I added \(c\,\hat S^2\) to the Hamiltonian and varied \(c\). For positive \(c\) I get the singlet, for negative \(c\) the quintet, and the triplet never appears. Have I missed a narrow range of \(c\), or is there none? How can I tell from the energies whether such a term will work, and would \(c(\hat S^2-2)^2\) do better?

## Two demands on c that exclude each other

There is no such range. With \(\hbar=1\), the eigenvalues of \(\hat S^2\) are 0, 2 and 6, so the shifted energies are \(0\), \(1+2c\) and \(6c\). The triplet beats the singlet only if \(1+2c<0\), that is \(c<-\tfrac12\). It beats the quintet only if \(1+2c<6c\), that is \(c>\tfrac14\). The squared term shifts the energies to \(4c\), \(1\) and \(16c\), and the triplet is lowest exactly when \(c>\tfrac14\).

In general, let finitely many sectors \(i\) have distinct values \(x_i=S_i(S_i+1)\) and lowest energies \(E_i\), and let \(k\) be the sector you want. If the Hamiltonian conserves total spin, \(\hat S^2\) is the number \(x_i\) within sector \(i\), so adding \(c\,\hat S^2\) changes the lowest energy there to \(E_i+c\,x_i\).

**The window for c.** For a sector \(i\) with \(x_i<x_k\),
\[
E_k+c\,x_k<E_i+c\,x_i \iff c<\frac{E_i-E_k}{x_k-x_i},
\]
and for a sector \(j\) with \(x_j>x_k\),
\[
E_k+c\,x_k<E_j+c\,x_j \iff c>\frac{E_k-E_j}{x_j-x_k}.
\]
Lower spins set upper bounds on \(c\), and higher spins set lower bounds.

**The chord.** The straight line through \((x_i,E_i)\) and \((x_j,E_j)\) has at \(x_k\) the height
\[
L_{ij}(x_k)=E_i+\frac{E_j-E_i}{x_j-x_i}(x_k-x_i).
\]
Subtract \(E_k\), write \(E_j-E_i=(E_j-E_k)-(E_i-E_k)\), and collect terms:
\[
L_{ij}(x_k)-E_k=\frac{(E_i-E_k)(x_j-x_k)+(E_j-E_k)(x_k-x_i)}{x_j-x_i}.
\]
The denominator is positive, so \(E_k<L_{ij}(x_k)\) means that the numerator is positive, or
\[
(E_k-E_j)(x_k-x_i)<(E_i-E_k)(x_j-x_k).
\]
Dividing by the positive product \((x_k-x_i)(x_j-x_k)\) gives
\[
\frac{E_k-E_j}{x_j-x_k}<\frac{E_i-E_k}{x_k-x_i}.
\]
Lying below the chord therefore says that the lower bound from \(j\) is less than the upper bound from \(i\).

**Room for c.** If some \(c\) works, it lies between each such pair of bounds, so \(E_k\) is below every chord. Conversely, if \(E_k\) is below every chord, the largest lower bound is less than the smallest upper bound, and any \(c\) between them works. If bounds of one kind are missing, take \(c\) far enough in the free direction; if \(k\) is the only sector, any \(c\) will do. The lowest and the highest spin have no chord passing over them, so a linear term can always reach them.

**The squared penalty.** The term \(c(x_i-x_k)^2\) vanishes for \(i=k\). For \(i\ne k\),
\[
E_k<E_i+c(x_i-x_k)^2 \iff c>\frac{E_k-E_i}{(x_i-x_k)^2}.
\]
All the conditions are now lower bounds, and every \(c\) above the largest of them selects \(k\).

The horizontal axis must be \(S(S+1)\), not \(S\). Take energies 0, 0.4 and 1 for singlet, triplet and quintet. Plotted against \(S\), the triplet lies below the chord, whose height there is \(0.5\). Plotted against \(S(S+1)\), the height is \(\tfrac26\approx0.33\), and the triplet lies above it. The second plot is the right one: the conditions are \(c<-0.2\) and \(c>-0.15\), so no \(c\) works.

Here are the main statements and their proofs in Lean.

```lean
import Mathlib

open Finset

namespace SpinPenalty

noncomputable section

variable {ι : Type*}

/-- The eigenvalue `S(S+1)` of the squared total spin, as a function of the natural number
`n = 2S`. -/
def spinSq (n : ℕ) : ℝ := (n / 2 : ℝ) * (n / 2 + 1)

/-- Sector `k` is the unique minimum of the sector energies `F`. -/
def Isolates (F : ι → ℝ) (k : ι) : Prop := ∀ i, i ≠ k → F k < F i

/-- The height at abscissa `t` of the straight line through the points `(x i, E i)` and
`(x j, E j)`, for sectors with `x i ≠ x j`. -/
def chord (x E : ι → ℝ) (i j : ι) (t : ℝ) : ℝ :=
  E i + (E j - E i) / (x j - x i) * (t - x i)

/-- The value `S(S+1)` grows strictly with the spin. -/
theorem spinSq_strictMono : StrictMono spinSq := by
  intro m n h
  have h1 : (m : ℝ) < n := by exact_mod_cast h
  have h0 : (0 : ℝ) ≤ m := Nat.cast_nonneg m
  unfold spinSq
  nlinarith

/-- For `x i < x k < x j`, the energy of sector `k` lies below the chord from `i` to `j` exactly
when the lower bound that `j` sets on the penalty strength is less than the upper bound
set by `i`. -/
theorem below_chord_iff (x E : ι → ℝ) {i j k : ι} (hi : x i < x k) (hj : x k < x j) :
    E k < chord x E i j (x k) ↔
      (E k - E j) / (x j - x k) < (E i - E k) / (x k - x i) := by
  have hd : 0 < x j - x i := by linarith
  have hne : x j - x i ≠ 0 := hd.ne'
  -- the gap to the chord, over a common denominator
  have h : chord x E i j (x k) - E k =
      ((E i - E k) * (x j - x k) + (E j - E k) * (x k - x i)) / (x j - x i) := by
    unfold chord
    field_simp
    ring
  have h1 : E k < chord x E i j (x k) ↔
      0 < (E i - E k) * (x j - x k) + (E j - E k) * (x k - x i) := by
    rw [← sub_pos, h]
    exact div_pos_iff_of_pos_right hd
  rw [h1, div_lt_div_iff₀ (sub_pos.2 hj) (sub_pos.2 hi)]
  constructor <;> intro h2 <;> linarith

/-- For distinct values `x i`, the term `c x` makes sector `k` the unique minimum exactly when `c`
lies below the bound `(E i - E k) / (x k - x i)` for each sector `i` of smaller `x` and above the
bound `(E k - E j) / (x j - x k)` for each sector `j` of larger `x`. -/
theorem linear_window {x : ι → ℝ} (hx : Function.Injective x) (E : ι → ℝ) (k : ι) (c : ℝ) :
    Isolates (fun i => E i + c * x i) k ↔
      (∀ i, x i < x k → c < (E i - E k) / (x k - x i)) ∧
      (∀ j, x k < x j → (E k - E j) / (x j - x k) < c) := by
  constructor
  · intro h
    refine ⟨fun i hi => ?_, fun j hj => ?_⟩
    · have h1 : E k + c * x k < E i + c * x i := h i (fun e => hi.ne (congrArg x e))
      rw [lt_div_iff₀ (sub_pos.2 hi)]
      linarith
    · have h1 : E k + c * x k < E j + c * x j := h j (fun e => hj.ne' (congrArg x e))
      rw [div_lt_iff₀ (sub_pos.2 hj)]
      linarith
  · rintro ⟨hlo, hhi⟩ i hik
    change E k + c * x k < E i + c * x i
    rcases lt_or_gt_of_ne (hx.ne hik) with hi | hi
    · have h1 := hlo i hi
      rw [lt_div_iff₀ (sub_pos.2 hi)] at h1
      linarith
    · have h1 := hhi i hi
      rw [div_lt_iff₀ (sub_pos.2 hi)] at h1
      linarith

/-- For finitely many sectors with distinct values `x i`, some real `c` makes sector `k` the unique
minimum of `E + c x` if and only if `E k` lies strictly below every chord joining a sector of
smaller `x` to one of larger `x`. -/
theorem linear_penalty_iff [Fintype ι] {x : ι → ℝ} (hx : Function.Injective x)
    (E : ι → ℝ) (k : ι) :
    (∃ c : ℝ, Isolates (fun i => E i + c * x i) k) ↔
      ∀ i j, x i < x k → x k < x j → E k < chord x E i j (x k) := by
  classical
  constructor
  · rintro ⟨c, hc⟩ i j hi hj
    obtain ⟨hlo, hhi⟩ := (linear_window hx E k c).1 hc
    exact (below_chord_iff x E hi hj).2 ((hhi j hj).trans (hlo i hi))
  · intro h
    -- finitely many lower bounds, all below finitely many upper bounds, leave room for `c`
    obtain ⟨c, h1, h2⟩ := Order.exists_between_finsets
      ((univ.filter (fun j => x k < x j)).image (fun j => (E k - E j) / (x j - x k)))
      ((univ.filter (fun i => x i < x k)).image (fun i => (E i - E k) / (x k - x i)))
      (by
        intro a ha b hb
        obtain ⟨j, hj, rfl⟩ := mem_image.1 ha
        obtain ⟨i, hi, rfl⟩ := mem_image.1 hb
        have hj' := (mem_filter.1 hj).2
        have hi' := (mem_filter.1 hi).2
        exact (below_chord_iff x E hi' hj').1 (h i j hi' hj'))
    refine ⟨c, (linear_window hx E k c).2 ⟨fun i hi => ?_, fun j hj => ?_⟩⟩
    · exact h2 _ (mem_image.2 ⟨i, mem_filter.2 ⟨mem_univ i, hi⟩, rfl⟩)
    · exact h1 _ (mem_image.2 ⟨j, mem_filter.2 ⟨mem_univ j, hj⟩, rfl⟩)

/-- Among finitely many sectors with distinct values `x i`, the one of lowest or of highest `x` can
always be made the unique minimum by a term `c x`. -/
theorem extreme_sector_reachable [Fintype ι] {x : ι → ℝ} (hx : Function.Injective x)
    (E : ι → ℝ) (k : ι) (hk : (∀ i, x k ≤ x i) ∨ (∀ i, x i ≤ x k)) :
    ∃ c : ℝ, Isolates (fun i => E i + c * x i) k := by
  refine (linear_penalty_iff hx E k).2 (fun i j hi hj => ?_)
  rcases hk with hk | hk
  · exact absurd hi (not_lt_of_ge (hk i))
  · exact absurd hj (not_lt_of_ge (hk j))

/-- For finitely many sectors with distinct values `x i`, the penalty `c (x - x k)²` makes sector
`k` the unique minimum for all sufficiently large `c`. -/
theorem quadratic_penalty [Fintype ι] {x : ι → ℝ} (hx : Function.Injective x)
    (E : ι → ℝ) (k : ι) :
    ∃ c₀ : ℝ, ∀ c, c₀ ≤ c → Isolates (fun i => E i + c * (x i - x k) ^ 2) k := by
  classical
  -- `c₀` exceeds the threshold of every competing sector
  obtain ⟨c₀, h, -⟩ := Order.exists_between_finsets
    (univ.image (fun i => (E k - E i) / (x i - x k) ^ 2)) (∅ : Finset ℝ)
    (fun _ _ b hb => absurd hb (notMem_empty b))
  refine ⟨c₀, fun c hc i hik => ?_⟩
  change E k + c * (x k - x k) ^ 2 < E i + c * (x i - x k) ^ 2
  have hpos : 0 < (x i - x k) ^ 2 := pow_pos_of_ne (sub_ne_zero.2 (hx.ne hik))
  have h1 := (h _ (mem_image.2 ⟨i, mem_univ i, rfl⟩)).trans_le hc
  rw [div_lt_iff₀ hpos] at h1
  have h2 : c * (x k - x k) ^ 2 = 0 := by ring
  linarith
where
  pow_pos_of_ne {a : ℝ} (ha : a ≠ 0) : 0 < a ^ 2 := by positivity

/-- For finitely many sectors of distinct spins `S = n/2`, a term `c S(S+1)` can select sector `k`
exactly when its energy lies strictly below every chord from a lower to a higher spin in the plot of
energy against `S(S+1)`, whereas the squared penalty selects it for all sufficiently large `c`. -/
theorem spin_sector_selection [Fintype ι] {n : ι → ℕ} (hn : Function.Injective n)
    (E : ι → ℝ) (k : ι) :
    ((∃ c : ℝ, Isolates (fun i => E i + c * spinSq (n i)) k) ↔
      ∀ i j, n i < n k → n k < n j →
        E k < chord (fun l => spinSq (n l)) E i j (spinSq (n k))) ∧
    ∃ c₀ : ℝ, ∀ c, c₀ ≤ c →
      Isolates (fun i => E i + c * (spinSq (n i) - spinSq (n k)) ^ 2) k := by
  have hx : Function.Injective (fun l => spinSq (n l)) :=
    spinSq_strictMono.injective.comp hn
  refine ⟨?_, quadratic_penalty hx E k⟩
  have h := linear_penalty_iff hx E k
  simp only [spinSq_strictMono.lt_iff_lt] at h
  exact h

/-- For a singlet, a triplet and a quintet with energies 0, 1 and 0, no term `c S(S+1)` makes the
triplet the unique minimum, while the squared penalty does so exactly when `c > 1/4`. -/
theorem triplet_above_chord :
    (¬ ∃ c : ℝ, Isolates
      (fun i : Fin 3 => (![0, 1, 0] : Fin 3 → ℝ) i + c * ![spinSq 0, spinSq 2, spinSq 4] i) 1) ∧
    ∀ c : ℝ, Isolates
      (fun i : Fin 3 => (![0, 1, 0] : Fin 3 → ℝ) i +
        c * (![spinSq 0, spinSq 2, spinSq 4] i - spinSq 2) ^ 2) 1 ↔ 1 / 4 < c := by
  have s0 : spinSq 0 = 0 := by norm_num [spinSq]
  have s2 : spinSq 2 = 2 := by norm_num [spinSq]
  have s4 : spinSq 4 = 6 := by norm_num [spinSq]
  rw [s0, s2, s4]
  constructor
  · rintro ⟨c, h⟩
    have h0 : (1 : ℝ) + c * 2 < 0 + c * 0 := h 0 (by decide)
    have h2 : (1 : ℝ) + c * 2 < 0 + c * 6 := h 2 (by decide)
    linarith
  · intro c
    constructor
    · intro h
      have h0 : (1 : ℝ) + c * (2 - 2) ^ 2 < 0 + c * (0 - 2) ^ 2 := h 0 (by decide)
      linarith
    · intro hc i hi
      fin_cases i
      · change (1 : ℝ) + c * (2 - 2) ^ 2 < 0 + c * (0 - 2) ^ 2
        linarith
      · exact absurd rfl hi
      · change (1 : ℝ) + c * (2 - 2) ^ 2 < 0 + c * (6 - 2) ^ 2
        linarith

end

end SpinPenalty
```

```lean
#print axioms SpinPenalty.extreme_sector_reachable
-- 'SpinPenalty.extreme_sector_reachable' depends on axioms: [propext, Classical.choice, Quot.sound]
#print axioms SpinPenalty.spin_sector_selection
-- 'SpinPenalty.spin_sector_selection' depends on axioms: [propext, Classical.choice, Quot.sound]
#print axioms SpinPenalty.triplet_above_chord
-- 'SpinPenalty.triplet_above_chord' depends on axioms: [propext, Classical.choice, Quot.sound]
```

## Sectors as labels with two real numbers

The type `ι` holds the sector labels, and `x` and `E` assign to each label its value \(x_i\) and its lowest energy \(E_i\). The energies are arbitrary real numbers. No Hamiltonian or state space appears, so spin conservation and the shift \(E_i\to E_i+c\,x_i\) are the physical input that connects the theorems to a calculation.

`Isolates F k` says that `F k` is strictly less than `F i` for every other label. It concerns sectors, not states: neither penalty splits the \(2S+1\) components of a multiplet. `chord x E i j t` is the height \(L_{ij}(t)\).

`Function.Injective x` says that the values are distinct, so all states of one spin belong to one label. If another label had the same \(x\) as \(k\) and no higher energy, neither penalty could make \(k\) the unique minimum.

`linear_penalty_iff` is the chord criterion for any such real values, and `quadratic_penalty` gives a `c₀` such that every \(c\ge c_0\) selects \(k\). It states only that such a `c₀` exists; the derivation above gives the exact bound, which \(c\) must exceed.

`spin_sector_selection` puts both results in terms of spin. The natural number `n i` is \(2S_i\), so half-integer spins are included, and `spinSq (n i)` is \(S_i(S_i+1)\). A triplet is thus `spinSq 2`, whereas `spinSq 1` is the value \(\tfrac34\) of a doublet. The constant \(c\) may have either sign in the linear term; a negative one favours high spin.

For electronic-structure calculations that use a spin penalty to steer a variational search, the criterion tells which spins a linear term can reach, provided that the Hamiltonian conserves spin and the search finds the true minimum over finitely many sectors. It does not describe a restricted trial state, such as a single determinant that mixes spins, or a search that stops in a local minimum.

## From pairwise inequalities to one value of c

`linear_window` proves the two families of bounds. Its forward direction applies the isolation hypothesis to each competitor and clears the denominator with `lt_div_iff₀` or `div_lt_iff₀`; `linarith` does the remaining rearrangement. In the reverse direction, injectivity ensures that a competitor has either smaller or larger \(x\), and the matching bound applies.

`below_chord_iff` follows the chord calculation. `field_simp` and `ring` establish the formula for the gap over the common denominator, `div_pos_iff_of_pos_right` reduces its sign to that of the numerator, and `div_lt_div_iff₀` cross-multiplies the two bounds.

In `linear_penalty_iff`, the forward direction chains the two bounds through the given \(c\). The converse needs a single \(c\) that satisfies all the bounds at once, and `Order.exists_between_finsets` supplies it. This Mathlib lemma takes two finite sets, here of real numbers, with every element of the first less than every element of the second, and returns a number strictly between the sets. Either set may be empty, so the extreme spins and the case of a single sector need no separate treatment. The code builds the sets as images of the sectors with larger and with smaller \(x\), and `below_chord_iff` provides the pairwise inequality.

Finiteness matters in this step. The lower bounds \(-1,-\tfrac12,-\tfrac13,\dots\) are all less than the single upper bound \(0\), yet no number lies above all of them and strictly below \(0\).

`quadratic_penalty` uses the same lemma with an empty second set, which gives a number `c₀` above every threshold. The local helper `pow_pos_of_ne` shows that \((x_i-x_k)^2\) is positive for a competitor, so the division can be undone.

`extreme_sector_reachable` applies the chord criterion, which here has no chord to check: nothing lies below the lowest \(x\) or above the highest.

`spinSq_strictMono` shows that \(S(S+1)\) increases with \(S\). By hand, for \(S<S'\),
\[
S'(S'+1)-S(S+1)=(S'-S)(S'+S+1)>0,
\]
and `nlinarith` finds the corresponding inequality in \(2S\). `spin_sector_selection` uses this monotonicity twice: distinct spins give distinct values of \(x\), and the order of the \(x_i\) becomes the order of the `n i`.

Your example is `triplet_above_chord`. After `spinSq` is evaluated to 0, 2 and 6, `linarith` derives a contradiction from \(1+2c<0\) and \(1+2c<6c\). For the squared penalty, the comparison with the singlet gives \(1<4c\), and the converse checks both competitors. The quintet requires only \(c>\tfrac1{16}\), so the singlet sets the threshold \(\tfrac14\).
